# The fine-structure intervals A − 15B/2 and 2A + 3B of a ³P term with two coupling constants

A ³P term of a light atom splits into levels with J = 0, 1 and 2, and the interval from J = 1 to J = 2 can differ from twice that from J = 0 to J = 1, the ratio that first-order spin-orbit coupling alone would give. If a spin-spin term B (3(L·S)² + 3 L·S/2 − 4) is added to the spin-orbit term A L·S, with L and S in units of ħ, how do the two intervals depend on A and B? Which A and B give 16.4 from J = 0 to J = 1 and 27.0 from J = 1 to J = 2, all in one energy unit?

```lean
import Mathlib

open Matrix
open scoped Kronecker

namespace TripletPFineStructure

noncomputable section

/-- The three spin-1 matrices in the Cartesian basis, in units of ħ. -/
def spin : Fin 3 → Matrix (Fin 3) (Fin 3) ℂ :=
  ![!![0, 0, 0; 0, 0, -Complex.I; 0, Complex.I, 0],
    !![0, 0, Complex.I; 0, 0, 0; -Complex.I, 0, 0],
    !![0, -Complex.I, 0; Complex.I, 0, 0; 0, 0, 0]]

/-- The spin-orbit coupling `X = L·S` on the product of the orbital and the spin space. -/
def coupling : Matrix (Fin 3 × Fin 3) (Fin 3 × Fin 3) ℂ :=
  ∑ k, (spin k ⊗ₖ (1 : Matrix (Fin 3) (Fin 3) ℂ)) * ((1 : Matrix (Fin 3) (Fin 3) ℂ) ⊗ₖ spin k)

/-- The Hamiltonian `A X + B (3 X² + 3 X / 2 - 4)` with spin-orbit constant `A` and
spin-spin constant `B`. -/
def hamiltonian (A B : ℝ) : Matrix (Fin 3 × Fin 3) (Fin 3 × Fin 3) ℂ :=
  (A : ℂ) • coupling + (B : ℂ) • ((3 : ℂ) • (coupling * coupling)
    + (3 / 2 : ℂ) • coupling - (4 : ℂ) • 1)

/-- The energy `A x + B (3 x² + 3 x / 2 - 4)` as a function of the value `x` of `L·S`. -/
def level (A B x : ℝ) : ℝ := A * x + B * (3 * x ^ 2 + 3 / 2 * x - 4)

/-- The Kronecker delta of the two Cartesian indices of a product state. -/
def delta (p : Fin 3 × Fin 3) : ℂ := if p.1 = p.2 then 1 else 0

/-- The operator that exchanges the orbital and the spin index. -/
def exchange : Matrix (Fin 3 × Fin 3) (Fin 3 × Fin 3) ℂ :=
  Matrix.of fun p q => if p.swap = q then 1 else 0

/-- The operator that contracts the two indices and multiplies by the Kronecker delta. -/
def contraction : Matrix (Fin 3 × Fin 3) (Fin 3 × Fin 3) ℂ :=
  Matrix.of fun p q => delta p * delta q

/-- The quadratic polynomial `a X² + b X + c` in the spin-orbit coupling. -/
def quadratic (a b c : ℂ) : Matrix (Fin 3 × Fin 3) (Fin 3 × Fin 3) ℂ :=
  a • (coupling * coupling) + b • coupling + c • 1

/-- The matrices `spin` are Hermitian, obey the angular momentum commutation relations, and
their squares sum to `1 (1 + 1) = 2`. -/
theorem spin_algebra :
    (∀ k, (spin k)ᴴ = spin k) ∧
    spin 0 * spin 1 - spin 1 * spin 0 = Complex.I • spin 2 ∧
    spin 1 * spin 2 - spin 2 * spin 1 = Complex.I • spin 0 ∧
    spin 2 * spin 0 - spin 0 * spin 2 = Complex.I • spin 1 ∧
    spin 0 * spin 0 + spin 1 * spin 1 + spin 2 * spin 2 = (2 : ℂ) • 1 := by
  refine ⟨fun k => ?_, ?_, ?_, ?_, ?_⟩
  · ext i j
    fin_cases k <;> fin_cases i <;> fin_cases j <;> simp [spin]
  all_goals
    ext i j
    fin_cases i <;> fin_cases j <;>
      simp [spin] <;> norm_num

/-- In the Cartesian basis `L·S` is the exchange of the two indices minus their contraction. -/
theorem coupling_eq : coupling = exchange - contraction := by
  unfold coupling
  simp only [← Matrix.mul_kronecker_mul, mul_one, one_mul]
  rw [Fin.sum_univ_three]
  ext ⟨a, b⟩ ⟨c, d⟩
  fin_cases a <;> fin_cases b <;> fin_cases c <;> fin_cases d <;>
    simp [spin, exchange, contraction, delta]

/-- The square of `L·S` is the identity plus the contraction, and `X³ = 2 + X - 2 X²`. -/
theorem coupling_powers :
    coupling * coupling = 1 + contraction ∧
    coupling * (coupling * coupling)
      = (2 : ℂ) • 1 + coupling - (2 : ℂ) • (coupling * coupling) := by
  have hK : ∀ p q, contraction p q = delta p * delta q := fun _ _ => rfl
  have hd : ∀ p : Fin 3 × Fin 3, delta p.swap = delta p := by
    intro p
    by_cases h : p.1 = p.2
    · simp [delta, h]
    · simp [delta, h, Ne.symm h]
  have hP : ∀ (M : Matrix (Fin 3 × Fin 3) (Fin 3 × Fin 3) ℂ) p q,
      (exchange * M) p q = M p.swap q := by
    intro M p q
    simp only [Matrix.mul_apply, exchange, Matrix.of_apply, ite_mul, one_mul, zero_mul,
      Finset.sum_ite_eq, Finset.mem_univ, if_true]
  -- the algebra of exchange and contraction
  have hPP : exchange * exchange = 1 := by
    ext p q
    rw [hP]
    simp [exchange, Matrix.one_apply]
  have hPK : exchange * contraction = contraction := by
    ext p q
    rw [hP, hK, hK, hd]
  have hKP : contraction * exchange = contraction := by
    ext p q
    rw [Matrix.mul_apply, Finset.sum_eq_single q.swap]
    · simp [exchange, hK, hd]
    · intro j _ hj
      have hne : j.swap ≠ q := fun h => hj (by rw [← h, Prod.swap_swap])
      simp [exchange, hne]
    · simp
  have hKK : contraction * contraction = (3 : ℂ) • contraction := by
    have hs : ∑ j, delta j * delta j = 3 := by
      simp [delta, Fintype.sum_prod_type]
    ext p q
    rw [Matrix.mul_apply, Matrix.smul_apply, smul_eq_mul, hK, ← hs, Finset.sum_mul]
    refine Finset.sum_congr rfl fun j _ => ?_
    rw [hK, hK]
    ring
  have hsq : coupling * coupling = 1 + contraction := by
    rw [coupling_eq, mul_sub, sub_mul, sub_mul, hPP, hPK, hKP, hKK]
    module
  have hXK : coupling * contraction = (-2 : ℂ) • contraction := by
    rw [coupling_eq, sub_mul, hPK, hKK]
    module
  refine ⟨hsq, ?_⟩
  rw [hsq, mul_add, mul_one, hXK]
  module

/-- If the coefficients satisfy the three stated relations, the product of `X = L·S` and
`a X² + b X + c` is `μ` times `a X² + b X + c`. -/
theorem coupling_mul_quadratic (μ a b c : ℂ) (h1 : b - 2 * a = μ * a) (h2 : a + c = μ * b)
    (h3 : 2 * a = μ * c) : coupling * quadratic a b c = μ • quadratic a b c := by
  simp only [quadratic, mul_add, mul_smul_comm, mul_one, coupling_powers.2]
  linear_combination (norm := module) h1 • (coupling * coupling) + h2 • coupling
    + h3 • (1 : Matrix (Fin 3 × Fin 3) (Fin 3 × Fin 3) ℂ)

/-- The eigenspaces of `L·S` at `-2`, `-1` and `1` have dimensions 1, 3 and 5. -/
theorem coupling_multiplicities :
    Module.finrank ℂ (Module.End.eigenspace (Matrix.toLin' coupling) (-2)) = 1 ∧
    Module.finrank ℂ (Module.End.eigenspace (Matrix.toLin' coupling) (-1)) = 3 ∧
    Module.finrank ℂ (Module.End.eigenspace (Matrix.toLin' coupling) 1) = 5 := by
  have tP : exchange.trace = 3 := by
    have h20 : ¬ (2 : Fin 3) = 0 := by decide
    have h21 : ¬ (2 : Fin 3) = 1 := by decide
    simp only [Matrix.trace, Matrix.diag_apply, exchange, Matrix.of_apply,
      Fintype.sum_prod_type, Fin.sum_univ_three]
    norm_num [h20, h21]
  have tK : contraction.trace = 3 := by
    simp [Matrix.trace, contraction, delta, Fintype.sum_prod_type]
  have t1 : (1 : Matrix (Fin 3 × Fin 3) (Fin 3 × Fin 3) ℂ).trace = 9 := by
    rw [Matrix.trace_one, Fintype.card_prod, Fintype.card_fin]
    norm_num
  -- the dimension of an eigenspace is the trace of the projector on it
  have key : ∀ μ a b c : ℂ, b - 2 * a = μ * a → a + c = μ * b → 2 * a = μ * c →
      a * μ ^ 2 + b * μ + c = 1 →
      (Module.finrank ℂ (Module.End.eigenspace (Matrix.toLin' coupling) μ) : ℂ)
        = 12 * a + 9 * c := by
    intro μ a b c h1 h2 h3 h4
    have hp : LinearMap.IsProj (Module.End.eigenspace (Matrix.toLin' coupling) μ)
        (Matrix.toLin' (quadratic a b c)) := by
      constructor
      · intro v
        rw [Module.End.mem_eigenspace_iff, Matrix.toLin'_apply, Matrix.toLin'_apply,
          Matrix.mulVec_mulVec, coupling_mul_quadratic μ a b c h1 h2 h3, Matrix.smul_mulVec]
      · intro v hv
        rw [Module.End.mem_eigenspace_iff, Matrix.toLin'_apply] at hv
        rw [Matrix.toLin'_apply]
        simp only [quadratic, Matrix.add_mulVec, Matrix.smul_mulVec, ← Matrix.mulVec_mulVec,
          hv, Matrix.mulVec_smul, Matrix.one_mulVec]
        linear_combination (norm := module) h4 • v
    rw [← hp.trace, LinearMap.trace_eq_matrix_trace ℂ (Pi.basisFun ℂ (Fin 3 × Fin 3)),
      LinearMap.toMatrix_eq_toMatrix', LinearMap.toMatrix'_toLin', quadratic,
      coupling_powers.1, coupling_eq]
    simp only [Matrix.trace_add, Matrix.trace_sub, Matrix.trace_smul, tP, tK, t1, smul_eq_mul]
    ring
  refine ⟨?_, ?_, ?_⟩
  · have h := key (-2) (1 / 3) 0 (-1 / 3) (by norm_num) (by norm_num) (by norm_num) (by norm_num)
    norm_num at h
    exact_mod_cast h
  · have h := key (-1) (-1 / 2) (-1 / 2) 1 (by norm_num) (by norm_num) (by norm_num) (by norm_num)
    norm_num at h
    exact_mod_cast h
  · have h := key 1 (1 / 6) (1 / 2) (1 / 3) (by norm_num) (by norm_num) (by norm_num) (by norm_num)
    norm_num at h
    exact_mod_cast h

/-- On a state where `L·S` has the value `x`, the Hamiltonian acts as the energy
`level A B x`. -/
theorem hamiltonian_mulVec (A B x : ℝ) (v : Fin 3 × Fin 3 → ℂ)
    (hv : coupling *ᵥ v = (x : ℂ) • v) :
    hamiltonian A B *ᵥ v = (level A B x : ℂ) • v := by
  simp only [hamiltonian, Matrix.add_mulVec, Matrix.sub_mulVec, Matrix.smul_mulVec,
    ← Matrix.mulVec_mulVec, hv, Matrix.mulVec_smul, Matrix.one_mulVec, level]
  push_cast
  module

/-- The eigenvalues of the Hamiltonian are exactly the three energies that belong to the
values `-2`, `-1` and `1` of `L·S`. -/
theorem hamiltonian_eigenvalues (A B : ℝ) (E : ℂ) :
    (∃ v : Fin 3 × Fin 3 → ℂ, v ≠ 0 ∧ hamiltonian A B *ᵥ v = E • v) ↔
      E = level A B (-2) ∨ E = level A B (-1) ∨ E = level A B 1 := by
  constructor
  · rintro ⟨v, hv0, hv⟩
    by_contra hE
    simp only [not_or] at hE
    obtain ⟨n0, n1, n2⟩ := hE
    have comm : ∀ a b c, hamiltonian A B * quadratic a b c
        = quadratic a b c * hamiltonian A B := by
      intro a b c
      simp only [hamiltonian, quadratic, mul_add, add_mul, mul_sub, sub_mul, smul_mul_assoc,
        mul_smul_comm, mul_one, one_mul, mul_assoc]
      module
    -- each component of `v` vanishes if `E` differs from its energy
    have key : ∀ (x : ℝ) (a b c : ℂ), b - 2 * a = x * a → a + c = x * b → 2 * a = x * c →
        E ≠ level A B x → quadratic a b c *ᵥ v = 0 := by
      intro x a b c h1 h2 h3 hne
      have e := hamiltonian_mulVec A B x (quadratic a b c *ᵥ v) (by
        rw [Matrix.mulVec_mulVec, coupling_mul_quadratic _ a b c h1 h2 h3, Matrix.smul_mulVec])
      rw [Matrix.mulVec_mulVec, comm, ← Matrix.mulVec_mulVec, hv, Matrix.mulVec_smul] at e
      have h0 : (E - level A B x) • (quadratic a b c *ᵥ v) = 0 := by
        rw [sub_smul, e, sub_self]
      exact (smul_eq_zero.1 h0).resolve_left (sub_ne_zero.2 hne)
    have hsum : quadratic (1 / 3) 0 (-1 / 3) + quadratic (-1 / 2) (-1 / 2) 1
        + quadratic (1 / 6) (1 / 2) (1 / 3) = 1 := by
      unfold quadratic
      module
    apply hv0
    rw [← Matrix.one_mulVec v, ← hsum, Matrix.add_mulVec, Matrix.add_mulVec,
      key (-2) _ _ _ (by norm_num) (by norm_num) (by norm_num) n0,
      key (-1) _ _ _ (by norm_num) (by norm_num) (by norm_num) n1,
      key 1 _ _ _ (by norm_num) (by norm_num) (by norm_num) n2, add_zero, add_zero]
  · -- a non-zero eigenspace of `L·S` supplies the eigenvector
    have ex : ∀ (x : ℝ) (z : ℂ), (x : ℂ) = z →
        Module.finrank ℂ (Module.End.eigenspace (Matrix.toLin' coupling) z) ≠ 0 →
        ∃ v : Fin 3 × Fin 3 → ℂ, v ≠ 0 ∧ hamiltonian A B *ᵥ v = (level A B x : ℂ) • v := by
      intro x z hz hx
      subst hz
      have hb : Module.End.eigenspace (Matrix.toLin' coupling) (x : ℂ) ≠ ⊥ := by
        intro h
        rw [h] at hx
        exact hx (finrank_bot ℂ _)
      obtain ⟨v, hv, hv0⟩ := Submodule.exists_mem_ne_zero_of_ne_bot hb
      rw [Module.End.mem_eigenspace_iff, Matrix.toLin'_apply] at hv
      exact ⟨v, hv0, hamiltonian_mulVec A B x v hv⟩
    obtain ⟨m0, m1, m2⟩ := coupling_multiplicities
    rintro (rfl | rfl | rfl)
    · exact ex (-2) (-2) (by norm_num) (by rw [m0]; norm_num)
    · exact ex (-1) (-1) (by norm_num) (by rw [m1]; norm_num)
    · exact ex 1 1 (by norm_num) (by rw [m2]; norm_num)

/-- The two fine-structure intervals are `A - 15 B / 2` and `2 A + 3 B`. -/
theorem intervals (A B : ℝ) :
    level A B (-1) - level A B (-2) = A - 15 / 2 * B ∧
    level A B 1 - level A B (-1) = 2 * A + 3 * B := by
  unfold level
  constructor <;> ring

/-- The upper interval is twice the lower one, as the Landé interval rule demands, if and only
if the spin-spin constant `B` vanishes. -/
theorem lande_iff (A B : ℝ) :
    level A B 1 - level A B (-1) = 2 * (level A B (-1) - level A B (-2)) ↔ B = 0 := by
  rw [(intervals A B).1, (intervals A B).2]
  constructor <;> intro h <;> linarith

/-- The intervals are 16.4 and 27.0 if and only if `A = 839/60` and `B = -29/90`, in the same
unit of energy. -/
theorem fit_iff (A B : ℝ) :
    (level A B (-1) - level A B (-2) = 16.4 ∧ level A B 1 - level A B (-1) = 27.0) ↔
      A = 839 / 60 ∧ B = -29 / 90 := by
  rw [(intervals A B).1, (intervals A B).2]
  constructor
  · rintro ⟨h1, h2⟩
    norm_num at h1 h2
    constructor <;> linarith
  · rintro ⟨rfl, rfl⟩
    constructor <;> norm_num

end

end TripletPFineStructure
```

```lean
#print axioms TripletPFineStructure.hamiltonian_eigenvalues
#print axioms TripletPFineStructure.intervals
#print axioms TripletPFineStructure.lande_iff
#print axioms TripletPFineStructure.fit_iff
```

```
'TripletPFineStructure.hamiltonian_eigenvalues' depends on axioms: [propext, Classical.choice, Quot.sound]
'TripletPFineStructure.intervals' depends on axioms: [propext, Classical.choice, Quot.sound]
'TripletPFineStructure.lande_iff' depends on axioms: [propext, Classical.choice, Quot.sound]
'TripletPFineStructure.fit_iff' depends on axioms: [propext, Classical.choice, Quot.sound]
```

## The Hamiltonian of the term

The orbital angular momentum L and the total electron spin S both have quantum number 1, so the term has 3 × 3 = 9 states. In units of ħ, the code writes X = L·S as `coupling` and takes

H = A X + B (3X² + 3X/2 − 4).

The real number A is the spin-orbit constant. The real number B sets the size and sign of the magnetic dipole interaction between the electron spins within the term. The 4 is L(L+1)S(S+1), and it makes the spin-spin part traceless, so that B leaves the mean energy of the nine states unchanged.

The function `spin` supplies the matrices of both L and S; its indices 0, 1, 2 are x, y, z. The Kronecker product places L on the first index of a pair and S on the second. `spin_algebra` confirms that these are Hermitian spin-1 matrices with the usual commutators. In `level A B x`, the argument x is the value of L·S, not J. The two are linked by

J(J+1) = 4 + 2x,

so x = −2, −1, 1 means J = 0, 1, 2.

## What is proved about levels and intervals

`coupling_multiplicities` gives the eigenspaces of X at −2, −1 and 1 the dimensions 1, 3 and 5. `hamiltonian_eigenvalues` says that a complex number E is an eigenvalue of H exactly when it is one of

E(J=0) = −2A + 5B

E(J=1) = −A − 5B/2

E(J=2) = A + B/2.

These energies may coincide for special A and B; the dimensions are stated for X, not for H. Subtraction gives `intervals`:

E(J=1) − E(J=0) = A − 15B/2

E(J=2) − E(J=1) = 2A + 3B.

The first is called the lower interval and the second the upper one, by J and not by energy: in an inverted term, where J = 0 lies highest and J = 2 lowest, both are negative. Landé's rule makes each interval proportional to the larger J of its pair. For a ³P term this is a single condition, upper interval = 2 × lower interval, and `lande_iff` shows it equivalent to B = 0. `fit_iff` shows that the intervals are 16.4 and 27.0 exactly when A = 839/60 and B = −29/90, all in one energy unit.

The step from this model to an atom is the reduction of the relativistic interactions to H within one isolated ³P term. Two constants can reproduce any two intervals, so the fit does not identify a mechanism: second-order spin-orbit mixing with other terms can also contribute to a fitted B. Within the isolated-term model, the formulas allow A and B from an electronic-structure calculation to be compared with level intervals.

## Exchange and contraction give the spectrum

In the Cartesian basis the spin matrices are (S_k)_ij = −i ε_kij, with ε the antisymmetric symbol. The product of two such symbols, summed over k, gives

X_(ab),(cd) = −Σ_k ε_kac ε_kbd = δ_ad δ_bc − δ_ab δ_cd.

Hence X = P − K, where P exchanges the two indices and K contracts them and multiplies by δ. This is `coupling_eq`, which Lean establishes by going through all index values.

Exchanging twice does nothing, δ is symmetric, and δ contracted with itself is 3:

P² = 1, PK = KP = K, K² = 3K.

Therefore

X² = P² − PK − KP + K² = 1 + K

XK = K − 3K = −2K

X³ = X + XK = X − 2K = 2 + X − 2X².

`coupling_powers` follows these lines, with `hPP`, `hPK`, `hKP` and `hKK` as the four products. The cubic is (X + 2)(X + 1)(X − 1) = 0.

For a polynomial Q = aX² + bX + c, the cubic gives

XQ = (b − 2a)X² + (a + c)X + 2a.

This equals μQ if b − 2a = μa, a + c = μb and 2a = μc, which are the hypotheses of `coupling_mul_quadratic`. If also aμ² + bμ + c = 1, Q leaves every eigenvector at μ unchanged and is the projector on that eigenspace. The three choices are

Q₋₂ = (X² − 1)/3 = K/3

Q₋₁ = 1 − (X² + X)/2 = (1 − P)/2

Q₁ = X²/6 + X/2 + 1/3 = (1 + P)/2 − K/3.

They select the scalar, antisymmetric and traceless symmetric parts of a two-index tensor. The normalised scalar state is δ/√3, whereas `delta` itself has squared norm 3.

The trace of a projector is the dimension of its image. Since tr 1 = 9 and tr P = tr K = 3, the dimensions are 3/3 = 1, (9 − 3)/2 = 3 and (9 + 3)/2 − 1 = 5. Lean uses the same traces in the form 12a + 9c, after `LinearMap.IsProj` has identified Q as a projector.

## From X to H, and to the constants

If Xv = xv, then X²v = x²v, and inserting both into H gives Hv = `level A B x` v. This is `hamiltonian_mulVec`. Each eigenspace of X contains a non-zero vector, so all three energies occur.

No others do. Suppose Hv = Ev. Each projector Q_x is a polynomial in X and commutes with H, so

E Q_x v = Q_x H v = H Q_x v = `level A B x` Q_x v.

If E differs from all three energies, every Q_x v vanishes. The projectors sum to 1, so v = 0, and v is not an eigenvector. In Lean, `comm`, `key` and `hsum` carry out these three steps.

The remaining theorems are linear algebra, done by `ring`, `linarith` and `norm_num`. The upper interval minus twice the lower one is

(2A + 3B) − 2(A − 15B/2) = 18B,

which vanishes exactly when B = 0. For the given intervals it is 27.0 − 32.8 = −5.8, so

B = −5.8/18 = −29/90

A = 16.4 + 15B/2 = 839/60.

Substituting these values back returns both intervals.

## Two coupled spin-1 sites

The same argument applies to two spin-1 sites with the Hamiltonian gX + hX², where X is now the product of the two site spins and g and h are real. Its energies are −2g + 4h for the singlet, −g + h for the triplet and g + h for the quintet. The quintet-triplet separation is 2g, whatever the value of h.
